# For an explicit pair of 4×4 matrices, the Baker–Campbell–Hausdorff formula cut off after [X,Y]/2 fails

The failing declaration, `second_order_fails`, concerns combining two exponentials into one, as one does when composing evolution operators. It takes two specific real, strictly upper triangular 4×4 matrices, X with ones at positions (1,2) and (2,3) and Y with a one at (3,4), and states that exp(X)exp(Y) is not equal to exp(X + Y + [X,Y]/2). The attempt assumes equality, writes both sides as the identity plus a strictly upper triangular matrix, and cancels the identity. It then compares the upper right entries, which are 1/2 on the left and 5/12 on the right, to reach a contradiction.

In Lean, a first try:

```lean
import Mathlib

open Matrix

namespace BCHFourByFour

noncomputable section

/-- A real 4 by 4 matrix is strictly upper triangular if all entries on and below the
diagonal vanish. -/
def IsStrictUpper (X : Matrix (Fin 4) (Fin 4) ℝ) : Prop :=
  ∀ i j, j ≤ i → X i j = 0

/-- The commutator `[X, Y] = XY - YX`. -/
def comm (X Y : Matrix (Fin 4) (Fin 4) ℝ) : Matrix (Fin 4) (Fin 4) ℝ :=
  X * Y - Y * X

/-- The strictly upper triangular matrix with the six given entries, row by row. -/
def upper (a b c d e f : ℝ) : Matrix (Fin 4) (Fin 4) ℝ :=
  !![0, a, b, c; 0, 0, d, e; 0, 0, 0, f; 0, 0, 0, 0]

/-- The product of two strictly upper triangular matrices in coordinates. -/
theorem upper_mul (a b c d e f a' b' c' d' e' f' : ℝ) :
    upper a b c d e f * upper a' b' c' d' e' f'
      = upper 0 (a * d') (a * e' + b * f') 0 (d * f') 0 := by
  ext i j
  fin_cases i <;> fin_cases j <;> simp [upper, Matrix.mul_apply, Fin.sum_univ_four]

/-- Strictly upper triangular matrices add coordinate by coordinate. -/
theorem upper_add (a b c d e f a' b' c' d' e' f' : ℝ) :
    upper a b c d e f + upper a' b' c' d' e' f'
      = upper (a + a') (b + b') (c + c') (d + d') (e + e') (f + f') := by
  ext i j
  fin_cases i <;> fin_cases j <;> simp [upper]

/-- Strictly upper triangular matrices subtract coordinate by coordinate. -/
theorem upper_sub (a b c d e f a' b' c' d' e' f' : ℝ) :
    upper a b c d e f - upper a' b' c' d' e' f'
      = upper (a - a') (b - b') (c - c') (d - d') (e - e') (f - f') := by
  ext i j
  fin_cases i <;> fin_cases j <;> simp [upper]

/-- A real multiple of a strictly upper triangular matrix in coordinates. -/
theorem smul_upper (r a b c d e f : ℝ) :
    r • upper a b c d e f = upper (r * a) (r * b) (r * c) (r * d) (r * e) (r * f) := by
  ext i j
  fin_cases i <;> fin_cases j <;> simp [upper]

/-- A matrix is strictly upper triangular exactly when it is given by six coordinates
above the diagonal. -/
theorem isStrictUpper_iff (X : Matrix (Fin 4) (Fin 4) ℝ) :
    IsStrictUpper X ↔ ∃ a b c d e f, X = upper a b c d e f := by
  constructor
  · intro h
    refine ⟨X 0 1, X 0 2, X 0 3, X 1 2, X 1 3, X 2 3, ?_⟩
    ext i j
    fin_cases i <;> fin_cases j <;> first | exact h _ _ (by decide) | rfl
  · rintro ⟨a, b, c, d, e, f, rfl⟩ i j hij
    fin_cases i <;> fin_cases j <;> first | exact absurd hij (by decide) | rfl

/-- The exponential series of a strictly upper triangular 4 by 4 matrix stops after the
cubic term. -/
theorem exp_eq_cubic {X : Matrix (Fin 4) (Fin 4) ℝ} (hX : IsStrictUpper X) :
    NormedSpace.exp X = 1 + X + (1 / 2 : ℝ) • X ^ 2 + (1 / 6 : ℝ) • X ^ 3 := by
  -- the fourth power vanishes
  have h4 : X ^ 4 = 0 := by
    obtain ⟨a, b, c, d, e, f, rfl⟩ := (isStrictUpper_iff X).1 hX
    have h : upper a b c d e f ^ 4 = (upper a b c d e f * upper a b c d e f)
        * (upper a b c d e f * upper a b c d e f) := by noncomm_ring
    rw [h, upper_mul, upper_mul]
    ext i j
    fin_cases i <;> fin_cases j <;> simp [upper]
  -- hence so do all later terms of the series
  have tail : ∀ n ∉ Finset.range 4, ((n.factorial : ℝ)⁻¹) • X ^ n = 0 := by
    intro n hn
    have hn' : 4 ≤ n := by simpa using hn
    rw [pow_eq_zero_of_le hn' h4, smul_zero]
  rw [NormedSpace.exp_eq_tsum ℝ]
  refine (tsum_eq_sum tail).trans ?_
  norm_num [Finset.sum_range_succ, Nat.factorial]

/-- The exponential of a strictly upper triangular matrix in closed form. -/
theorem exp_upper (a b c d e f : ℝ) :
    NormedSpace.exp (upper a b c d e f)
      = 1 + upper a (b + a * d / 2) (c + (a * e + b * f) / 2 + a * d * f / 6)
          d (e + d * f / 2) f := by
  rw [exp_eq_cubic ((isStrictUpper_iff _).2 ⟨a, b, c, d, e, f, rfl⟩), pow_two, pow_three]
  simp only [upper_mul, smul_upper, add_assoc, upper_add]
  congr 1
  congr 1 <;> ring

/-- For an explicit pair of strictly upper triangular 4 by 4 matrices, the formula cut off
after `[X,Y]/2` fails. -/
theorem second_order_fails :
    NormedSpace.exp (upper 1 0 0 1 0 0) * NormedSpace.exp (upper 0 0 0 0 0 1)
      ≠ NormedSpace.exp (upper 1 0 0 1 0 0 + upper 0 0 0 0 0 1
          + (1 / 2 : ℝ) • comm (upper 1 0 0 1 0 0) (upper 0 0 0 0 0 1)) := by
  intro h
  have expand : ∀ U V : Matrix (Fin 4) (Fin 4) ℝ,
      (1 + U) * (1 + V) = 1 + (U + V + U * V) := by
    intro U V
    noncomm_ring
  simp only [comm, upper_mul, upper_sub, smul_upper, upper_add, exp_upper, expand] at h
  -- the two sides differ in the upper right corner
  have h3 := congrFun (congrFun (add_left_cancel h) 0) 3
  norm_num [upper] at h3

end

end BCHFourByFour
```

The error:

```
Main.lean:105:33: error(lean.synthInstanceFailed): failed to synthesize instance of type class
  IsLeftCancelAdd (Fin 4 → Fin 4 → ℝ)

Hint: Type class instance resolution failures can be inspected with the `set_option trace.Meta.synthInstance true` command.
Main.lean:97:75: error: unsolved goals
expand : ∀ (U V : Matrix (Fin 4) (Fin 4) ℝ), (1 + U) * (1 + V) = 1 + (U + V + U * V)
h :
  1 +
      upper (1 + 0 + 0) (0 + 1 * 1 / 2 + (0 + 0 * 0 / 2) + 1 * 0)
        (0 + (1 * 0 + 0 * 0) / 2 + 1 * 1 * 0 / 6 + (0 + (0 * 0 + 0 * 1) / 2 + 0 * 0 * 1 / 6) +
          (1 * (0 + 0 * 1 / 2) + (0 + 1 * 1 / 2) * 1))
        (1 + 0 + 0) (0 + 1 * 0 / 2 + (0 + 0 * 1 / 2) + 1 * 1) (0 + 1 + 0) =
    1 +
      upper (1 + 0 + 1 / 2 * (0 - 0))
        (0 + 0 + 1 / 2 * (1 * 0 - 0 * 1) + (1 + 0 + 1 / 2 * (0 - 0)) * (1 + 0 + 1 / 2 * (0 - 0)) / 2)
        (0 + 0 + 1 / 2 * (1 * 0 + 0 * 1 - (0 * 0 + 0 * 0)) +
            ((1 + 0 + 1 / 2 * (0 - 0)) * (0 + 0 + 1 / 2 * (1 * 1 - 0 * 0)) +
                (0 + 0 + 1 / 2 * (1 * 0 - 0 * 1)) * (0 + 1 + 1 / 2 * (0 - 0))) /
              2 +
          (1 + 0 + 1 / 2 * (0 - 0)) * (1 + 0 + 1 / 2 * (0 - 0)) * (0 + 1 + 1 / 2 * (0 - 0)) / 6)
        (1 + 0 + 1 / 2 * (0 - 0))
        (0 + 0 + 1 / 2 * (1 * 1 - 0 * 0) + (1 + 0 + 1 / 2 * (0 - 0)) * (0 + 1 + 1 / 2 * (0 - 0)) / 2)
        (0 + 1 + 1 / 2 * (0 - 0))
h3 : ![0, 1, 1 / 2, 1 / 2] 3 = ![0, 1, 1 / 2, 5 / 12] 3
⊢ False
```

What went wrong. The first error comes from using `add_left_cancel h` directly inside `congrFun`. `congrFun` expects an equation between functions, so Lean looked for the cancellation instance on `Fin 4 → Fin 4 → ℝ` instead of on the matrix type in which `h` is stated, and found none. In the repair, `h'` is obtained on its own, so its type comes from `h` and the cancellation takes place among matrices. `congrArg` with an explicitly typed matrix argument then takes the entry at `0 3`.

The second error shows that `norm_num [upper]` worked out the numbers in the top rows but left `![0, 1, 1 / 2, 1 / 2] 3 = ![0, 1, 1 / 2, 5 / 12] 3` with the index 3 unevaluated, so the goal `False` stayed open. The messages don't show why the lookup stopped there. The new fact `corner`, proved by `rfl`, says that this entry of `upper a b c d e f` is `c`. Rewriting with it leaves an equation between plain numbers, which `norm_num` refutes.

After these edits no error is left:

```diff
@@ -103,6 +103,10 @@
   simp only [comm, upper_mul, upper_sub, smul_upper, upper_add, exp_upper, expand] at h
   -- the two sides differ in the upper right corner
-  have h3 := congrFun (congrFun (add_left_cancel h) 0) 3
-  norm_num [upper] at h3
+  have corner : ∀ a b c d e f : ℝ, upper a b c d e f 0 3 = c :=
+    fun _ _ _ _ _ _ => rfl
+  have h' := add_left_cancel h
+  have h3 := congrArg (fun M : Matrix (Fin 4) (Fin 4) ℝ => M 0 3) h'
+  simp only [corner] at h3
+  norm_num at h3
 
 end
```
